# A fragment's block of a matrix is the full matrix compressed by the fragment's inclusion

In a finite set of basis functions, a fragment `A` is any chosen subset, and its block of a complex matrix `M` keeps only the entries whose row and column both belong to `A`. The theorem `block_eq` says that this block equals J†MJ, where J is the inclusion `incl A`, made of the columns of the identity matrix labelled by `A`. `M` is arbitrary: it need not be Hermitian, and no overlap matrix enters. The proof takes the adjoint of the column-selection lemma `mul_select`, applied to `Mᴴ`, to show that J†M selects the rows of `M` in `A`, and then uses `mul_select` again to select the columns.

In Lean, a first try:

```lean
import Mathlib

open Matrix
open scoped ComplexOrder

namespace BlockEq

noncomputable section

variable {n : Type*} [Fintype n] [DecidableEq n]

/-- The block of a matrix that belongs to the basis functions of fragment `A`. -/
def block (M : Matrix n n ℂ) (A : Finset n) : Matrix A A ℂ :=
  M.submatrix Subtype.val Subtype.val

/-- The inclusion of the basis functions of fragment `A` in the full basis. -/
def incl (A : Finset n) : Matrix n A ℂ :=
  (1 : Matrix n n ℂ).submatrix id Subtype.val

/-- Multiplying by selected columns of the identity selects columns of a matrix. -/
theorem mul_select {l m k : Type*} [Fintype m] [DecidableEq m] (M : Matrix l m ℂ)
    (f : k → m) : M * (1 : Matrix m m ℂ).submatrix id f = M.submatrix id f := by
  ext i j
  simp [Matrix.mul_apply, Matrix.one_apply]

/-- A fragment block is the full matrix compressed by the inclusion of the fragment. -/
theorem block_eq (M : Matrix n n ℂ) (A : Finset n) :
    block M A = (incl A)ᴴ * M * incl A := by
  have h := congrArg conjTranspose (mul_select Mᴴ (Subtype.val : A → n))
  rw [conjTranspose_mul, conjTranspose_conjTranspose] at h
  have h' : (incl A)ᴴ * M = M.submatrix Subtype.val id :=
    h.trans (by ext a j; simp)
  rw [h']
  exact (mul_select _ _).symm

end

end BlockEq
```

Compiling this gives:

```
Main.lean:34:9: error: typeclass instance problem is stuck
  DecidableEq ?m.103

Note: Lean will not try to resolve this typeclass instance problem because the type argument to `DecidableEq` is a metavariable. This argument must be fully determined before Lean will try to resolve the typeclass.

Hint: Adding type annotations and supplying implicit arguments to functions can give Lean more information for typeclass resolution. For example, if you have a variable `x` that you intend to be a `Nat`, but Lean reports it as having an unresolved type like `?m`, replacing `x` with `(x : Nat)` can get typeclass resolution un-stuck.
```

Diagnosis. The error is in the last step, at `mul_select _ _`. That lemma needs a `DecidableEq` instance on the index type `m`, over which the matrix product sums. With both explicit arguments left as `_`, `m` starts as a metavariable. The `.symm` does not by itself prevent Lean from finding it: the instance search can wait while the reversed equation is compared with the goal.

Here that comparison does not settle `m`. It starts with the left-hand sides, `block M A` against `?M.submatrix id ?f`. The block unfolds to `M.submatrix Subtype.val Subtype.val`, which selects rows as well as columns, while the lemma's form has `id` on the rows. To match them, Lean would have to invent `M.submatrix Subtype.val id` as the value of `?M`, and unification does not find it. So `m` stays unknown, and Lean reports the stuck instance problem.

The repair supplies that matrix and the selecting map. The columns of `M.submatrix (Subtype.val : A → n) id` are indexed by `n`, so `m` is `n`, and the theorem's assumption `DecidableEq n` provides the instance. The resulting equation agrees with the goal once `block` and `incl` are unfolded. The mathematical step is unchanged.

Fix (accepted with no message):

```diff
@@ -32,5 +32,5 @@
     h.trans (by ext a j; simp)
   rw [h']
-  exact (mul_select _ _).symm
+  exact (mul_select (M.submatrix (Subtype.val : A → n) id) (Subtype.val : A → n)).symm
 
 end
```
